# On a Bogoliubov vacuum of two fermion modes, $v\,a^\dagger\psi=-u\,b\psi$, with weights $|u|^2$ and $|v|^2$

## Is adding a particle to a paired state the same as removing its partner?

Take two fermion modes with annihilators $a,b$, creators $a^\dagger,b^\dagger$ and empty state $|0\rangle$, and let $\psi=u|0\rangle+v\,a^\dagger b^\dagger|0\rangle$ with real $u,v$ and $u^2+v^2=1$. Then $a^\dagger\psi=u\,a^\dagger|0\rangle$, and since $b\,a^\dagger b^\dagger|0\rangle=-a^\dagger|0\rangle$, also $b\psi=-v\,a^\dagger|0\rangle$. So $v\,a^\dagger\psi=-u\,b\psi$, with $\|a^\dagger\psi\|^2=u^2$ and $\|b\psi\|^2=v^2$.

I believe this should hold for any unit state killed by $ua-vb^\dagger$ and $ub+va^\dagger$, whatever space the modes act on, without writing the state down. Which anticommutation relations does that use, and can I see a rigorous, machine-checked proof?

## Two vacuum conditions and three anticommutators fix all four weights

It holds, also for complex $u,v$ with $|u|^2+|v|^2=1$, where the weights are $|u|^2$ and $|v|^2$; for unnormalised $\psi$ they are multiplied by $\|\psi\|^2$. Besides adjointness, the argument uses $\{a,a^\dagger\}=\{b,b^\dagger\}=1$ and $\{a,b\}=0$.

### From the vacuum conditions to the weights

Let $\gamma_1=ua-vb^\dagger$ and $\gamma_2=ub+va^\dagger$, and let $\langle\cdot,\cdot\rangle$ be conjugate-linear in its first slot. Rearranging $\gamma_2\psi=0$ and $\gamma_1\psi=0$ gives

$$v\,a^\dagger\psi=-u\,b\psi,\qquad u\,a\psi=v\,b^\dagger\psi .$$

For a mode $c$ with adjoint $c^\dagger$ and $\{c,c^\dagger\}=1$, take the overlap of $cc^\dagger\psi+c^\dagger c\psi=\psi$ with $\psi$ and move the left operator of each product across:

$$\|c\psi\|^2+\|c^\dagger\psi\|^2=\|\psi\|^2 .$$

Define the pair amplitude $F=\langle\psi,ba\psi\rangle$. Adjointness gives $\langle b^\dagger\psi,a\psi\rangle=F$, and $ab=-ba$ gives $\langle a^\dagger\psi,b\psi\rangle=\langle\psi,ab\psi\rangle=-F$. Now project the two vector identities, with a bar for complex conjugation:

$$\langle b^\dagger\psi,\,u\,a\psi\rangle=\langle b^\dagger\psi,\,v\,b^\dagger\psi\rangle\ \Rightarrow\ uF=v\|b^\dagger\psi\|^2,$$
$$\langle v\,b^\dagger\psi,\,a\psi\rangle=\langle u\,a\psi,\,a\psi\rangle\ \Rightarrow\ \bar vF=\bar u\|a\psi\|^2,$$
$$\langle a^\dagger\psi,\,v\,a^\dagger\psi\rangle=\langle a^\dagger\psi,\,-u\,b\psi\rangle\ \Rightarrow\ uF=v\|a^\dagger\psi\|^2,$$
$$\langle v\,a^\dagger\psi,\,b\psi\rangle=\langle -u\,b\psi,\,b\psi\rangle\ \Rightarrow\ \bar vF=\bar u\|b\psi\|^2 .$$

Multiply the second relation by $u$ and the third by $\bar v$. Both left sides are $u\bar vF$, so $|v|^2\|a^\dagger\psi\|^2=|u|^2\|a\psi\|^2$. The fourth and first relations give $|v|^2\|b^\dagger\psi\|^2=|u|^2\|b\psi\|^2$ in the same way. Then

$$\|a^\dagger\psi\|^2=(|u|^2+|v|^2)\|a^\dagger\psi\|^2=|u|^2\big(\|a^\dagger\psi\|^2+\|a\psi\|^2\big)=|u|^2\|\psi\|^2,$$
$$\|b\psi\|^2=(|u|^2+|v|^2)\|b\psi\|^2=|v|^2\big(\|b^\dagger\psi\|^2+\|b\psi\|^2\big)=|v|^2\|\psi\|^2 .$$

The sum rules supply $\|a\psi\|^2=|v|^2\|\psi\|^2$ and $\|b^\dagger\psi\|^2=|u|^2\|\psi\|^2$. Finally, $\bar u$ times the third relation plus $v$ times the second gives

$$F=(|u|^2+|v|^2)F=\bar uv\big(\|a^\dagger\psi\|^2+\|a\psi\|^2\big)=\bar uv\,\|\psi\|^2 .$$

No step divides by $u$ or $v$, so $u=0$ and $v=0$ are included. For $\psi\neq0$ and $u,v$ both nonzero, $a^\dagger\psi$ and $b\psi$ are nonzero and proportional, so they are the same physical state; if $u=0$ or $v=0$, one of them vanishes and the other does not.

The detour through $F$ has a reason, which I add as an aside that the file does not prove. Taking norms of the two vector identities and using the sum rules gives two linear equations for $\|a^\dagger\psi\|^2$ and $\|b\psi\|^2$ that coincide at $|u|=|v|$. There the choice $b=a^\dagger$, $u=v=1/\sqrt2$ with $\psi$ the occupied state of a single mode meets every hypothesis except $\{a,b\}=0$, and has $\|a^\dagger\psi\|^2=0$ in place of $1/2$.

### What the Lean objects say

`V` is any complex inner-product space, of any dimension and not necessarily complete. The maps `a`, `ad`, `b`, `bd` stand for $a,a^\dagger,b,b^\dagger$ (the comments write `a*`, `b*`) and have type `Module.End ℂ V`, so they are linear and defined on all of `V`. The product `a * b` is composition with `b` acting first, and `⟪x, y⟫_ℂ` is conjugate-linear in `x`, as above.

`PairModes` holds five hypotheses. `adj_a` and `adj_b` say that `ad` and `bd` are adjoint to `a` and `b`; `car_a`, `car_b` and `anti_ab` are the three anticommutators. The relations $a^2=b^2=0$ and $\{a,b^\dagger\}=0$ are not assumed, so the theorems apply in particular to any pair obeying the full canonical relations, including two modes chosen out of a larger Fock space.

`gammaOne` and `gammaTwo` are $\gamma_1$ and $\gamma_2$, which fixes the sign and phase convention: $u$ and $v$ enter unconjugated. The hypotheses `h1` and `h2` say that $\psi$ contains neither quasiparticle, the defining property of a mean-field paired vacuum. The hypothesis `huv` is $|u|^2+|v|^2=1$, the normalisation of a canonical Bogoliubov transformation, which in your example is the squared norm of the state.

`addition_eq_partner_removal` states the two vector identities from `h1` and `h2` alone. `addition_removal_weights` states the four weights and `pair_amplitude` states $F=\bar uv\|\psi\|^2$; for a unit vector these read $|u|^2$, $|v|^2$ and $\bar uv$. `real_coherence_factors` is your claim word for word. `pairModes_witness` shows that your example meets all hypotheses, for complex $u,v$: on `Fock`, which is $\mathbb C^4$ with components $0,1,2,3$ along $|0\rangle$, $a^\dagger|0\rangle$, $b^\dagger|0\rangle$, $a^\dagger b^\dagger|0\rangle$, the Jordan-Wigner maps satisfy `PairModes`, and `pairState u v` $=(u,0,0,v)$ is a unit vector killed by both $\gamma$'s.

The vacuum conditions are assumed and not derived from a Hamiltonian. The numbers $u,v$ are free parameters, there is no gap equation and no energy, and uniqueness of the vacuum is not addressed. Within BCS mean-field theory, for the one pair of modes $a=c_{k\uparrow}$, $b=c_{-k\downarrow}$ (electron annihilators of momentum $\pm k$ and opposite spin) in a normalised quasiparticle vacuum, $|u|^2$ and $|v|^2$ are the total addition and removal weights, $|v|^2=\langle\psi,b^\dagger b\,\psi\rangle$ is the occupation, and $\bar uv$ is the anomalous amplitude.

```lean
import Mathlib

open scoped InnerProductSpace
open ComplexConjugate

namespace PairAdditionRemoval

noncomputable section

variable {V : Type*} [NormedAddCommGroup V] [InnerProductSpace ℂ V]

/-- Part of the canonical relations of two fermion modes (`a² = b² = 0` and `{a, b*} = 0` are not
included): `ad`, `bd` are adjoint to `a`, `b`, and the anticommutators are `{a, a*} = {b, b*} = 1`
and `{a, b} = 0`. -/
structure PairModes (a ad b bd : Module.End ℂ V) : Prop where
  adj_a : ∀ x y, ⟪ad x, y⟫_ℂ = ⟪x, a y⟫_ℂ
  adj_b : ∀ x y, ⟪bd x, y⟫_ℂ = ⟪x, b y⟫_ℂ
  car_a : a * ad + ad * a = 1
  car_b : b * bd + bd * b = 1
  anti_ab : a * b + b * a = 0

/-- The first Bogoliubov quasiparticle operator `u a - v b*`. -/
def gammaOne (u v : ℂ) (a bd : Module.End ℂ V) : Module.End ℂ V := u • a - v • bd

/-- The second Bogoliubov quasiparticle operator `u b + v a*`. -/
def gammaTwo (u v : ℂ) (b ad : Module.End ℂ V) : Module.End ℂ V := u • b + v • ad

/-- The overlap of a state with itself is its squared norm. -/
theorem overlap_self (x : V) : ⟪x, x⟫_ℂ = ((‖x‖ ^ 2 : ℝ) : ℂ) := by
  rw [Complex.ofReal_pow]
  exact inner_self_eq_norm_sq_to_K x

/-- Sum rule for a mode with `{c, c*} = 1`: the removal weight `‖c ψ‖²` and the addition
weight `‖c* ψ‖²` add up to `‖ψ‖²`. -/
theorem weight_sum_rule (c cd : Module.End ℂ V) (hadj : ∀ x y, ⟪cd x, y⟫_ℂ = ⟪x, c y⟫_ℂ)
    (hcar : c * cd + cd * c = 1) (ψ : V) : ‖c ψ‖ ^ 2 + ‖cd ψ‖ ^ 2 = ‖ψ‖ ^ 2 := by
  have h0 : c (cd ψ) + cd (c ψ) = ψ := LinearMap.congr_fun hcar ψ
  have h1 : ⟪ψ, c (cd ψ) + cd (c ψ)⟫_ℂ = ⟪ψ, ψ⟫_ℂ := by rw [h0]
  have h2 : ⟪ψ, cd (c ψ)⟫_ℂ = ⟪c ψ, c ψ⟫_ℂ := by
    rw [← inner_conj_symm, hadj, inner_conj_symm]
  rw [inner_add_right, h2, ← hadj, overlap_self, overlap_self, overlap_self,
    ← Complex.ofReal_add] at h1
  have h3 := Complex.ofReal_injective h1
  linarith

variable {a ad b bd : Module.End ℂ V} {ψ : V}

/-- On a state killed by `u a - v b*` and `u b + v a*` one has `v a* ψ = -u b ψ` and
`u a ψ = v b* ψ`. -/
theorem addition_eq_partner_removal {u v : ℂ} (h1 : gammaOne u v a bd ψ = 0)
    (h2 : gammaTwo u v b ad ψ = 0) :
    v • ad ψ = -(u • b ψ) ∧ u • a ψ = v • bd ψ := by
  have e1 : u • a ψ - v • bd ψ = 0 := h1
  have e2 : u • b ψ + v • ad ψ = 0 := h2
  exact ⟨eq_neg_of_add_eq_zero_right e2, sub_eq_zero.mp e1⟩

/-- On a state killed by both quasiparticle operators the pair amplitude `F = ⟨ψ, b a ψ⟩`
obeys `u F = v ‖b* ψ‖²`, `v̄ F = ū ‖a ψ‖²`, `u F = v ‖a* ψ‖²` and `v̄ F = ū ‖b ψ‖²`. -/
theorem amplitude_relations (h : PairModes a ad b bd) {u v : ℂ}
    (h1 : gammaOne u v a bd ψ = 0) (h2 : gammaTwo u v b ad ψ = 0) :
    u * ⟪ψ, b (a ψ)⟫_ℂ = v * ((‖bd ψ‖ ^ 2 : ℝ) : ℂ) ∧
    conj v * ⟪ψ, b (a ψ)⟫_ℂ = conj u * ((‖a ψ‖ ^ 2 : ℝ) : ℂ) ∧
    u * ⟪ψ, b (a ψ)⟫_ℂ = v * ((‖ad ψ‖ ^ 2 : ℝ) : ℂ) ∧
    conj v * ⟪ψ, b (a ψ)⟫_ℂ = conj u * ((‖b ψ‖ ^ 2 : ℝ) : ℂ) := by
  obtain ⟨e2, e1⟩ := addition_eq_partner_removal h1 h2
  -- two ways of writing F, linked by {a, b} = 0
  have hF1 : ⟪bd ψ, a ψ⟫_ℂ = ⟪ψ, b (a ψ)⟫_ℂ := h.adj_b _ _
  have hab : a (b ψ) + b (a ψ) = 0 := LinearMap.congr_fun h.anti_ab ψ
  have hF2 : ⟪ad ψ, b ψ⟫_ℂ = -⟪ψ, b (a ψ)⟫_ℂ := by
    rw [h.adj_a, eq_neg_of_add_eq_zero_left hab, inner_neg_right]
  -- project the two vector identities on `b* ψ`, `a ψ`, `a* ψ` and `b ψ`
  have i1 : ⟪bd ψ, u • a ψ⟫_ℂ = ⟪bd ψ, v • bd ψ⟫_ℂ := by rw [e1]
  have i2 : ⟪v • bd ψ, a ψ⟫_ℂ = ⟪u • a ψ, a ψ⟫_ℂ := by rw [e1]
  have i3 : ⟪ad ψ, v • ad ψ⟫_ℂ = ⟪ad ψ, -(u • b ψ)⟫_ℂ := by rw [e2]
  have i4 : ⟪v • ad ψ, b ψ⟫_ℂ = ⟪-(u • b ψ), b ψ⟫_ℂ := by rw [e2]
  rw [inner_smul_right, inner_smul_right, hF1, overlap_self] at i1
  rw [inner_smul_left, inner_smul_left, hF1, overlap_self] at i2
  rw [inner_neg_right, inner_smul_right, inner_smul_right, hF2, overlap_self] at i3
  rw [inner_neg_left, inner_smul_left, inner_smul_left, hF2, overlap_self] at i4
  exact ⟨i1, i2, by linear_combination -i3, by linear_combination -i4⟩

/-- For complex `u, v` with `|u|² + |v|² = 1` and `ψ` killed by both quasiparticle operators,
the addition weights `‖a* ψ‖²`, `‖b* ψ‖²` equal `|u|² ‖ψ‖²` and the removal weights
`‖b ψ‖²`, `‖a ψ‖²` equal `|v|² ‖ψ‖²`. -/
theorem addition_removal_weights (h : PairModes a ad b bd) {u v : ℂ}
    (huv : ‖u‖ ^ 2 + ‖v‖ ^ 2 = 1)
    (h1 : gammaOne u v a bd ψ = 0) (h2 : gammaTwo u v b ad ψ = 0) :
    ‖ad ψ‖ ^ 2 = ‖u‖ ^ 2 * ‖ψ‖ ^ 2 ∧ ‖b ψ‖ ^ 2 = ‖v‖ ^ 2 * ‖ψ‖ ^ 2 ∧
    ‖bd ψ‖ ^ 2 = ‖u‖ ^ 2 * ‖ψ‖ ^ 2 ∧ ‖a ψ‖ ^ 2 = ‖v‖ ^ 2 * ‖ψ‖ ^ 2 := by
  obtain ⟨i1, i2, i3, i4⟩ := amplitude_relations h h1 h2
  have sa := weight_sum_rule a ad h.adj_a h.car_a ψ
  have sb := weight_sum_rule b bd h.adj_b h.car_b ψ
  have hu : u * conj u = ((‖u‖ ^ 2 : ℝ) : ℂ) := by
    rw [Complex.mul_conj, Complex.normSq_eq_norm_sq]
  have hv : v * conj v = ((‖v‖ ^ 2 : ℝ) : ℂ) := by
    rw [Complex.mul_conj, Complex.normSq_eq_norm_sq]
  -- eliminate the pair amplitude
  have r1 : ‖v‖ ^ 2 * ‖ad ψ‖ ^ 2 = ‖u‖ ^ 2 * ‖a ψ‖ ^ 2 := by
    apply Complex.ofReal_injective
    rw [Complex.ofReal_mul, Complex.ofReal_mul, ← hu, ← hv]
    linear_combination u * i2 - conj v * i3
  have r2 : ‖v‖ ^ 2 * ‖bd ψ‖ ^ 2 = ‖u‖ ^ 2 * ‖b ψ‖ ^ 2 := by
    apply Complex.ofReal_injective
    rw [Complex.ofReal_mul, Complex.ofReal_mul, ← hu, ← hv]
    linear_combination u * i4 - conj v * i1
  -- combine with the sum rules and the normalisation of (u, v)
  have wA : ‖ad ψ‖ ^ 2 = ‖u‖ ^ 2 * ‖ψ‖ ^ 2 := by
    linear_combination r1 + ‖u‖ ^ 2 * sa - ‖ad ψ‖ ^ 2 * huv
  have wB : ‖b ψ‖ ^ 2 = ‖v‖ ^ 2 * ‖ψ‖ ^ 2 := by
    linear_combination -r2 + ‖v‖ ^ 2 * sb - ‖b ψ‖ ^ 2 * huv
  exact ⟨wA, wB, by linear_combination sb - wB - ‖ψ‖ ^ 2 * huv,
    by linear_combination sa - wA - ‖ψ‖ ^ 2 * huv⟩

/-- For `|u|² + |v|² = 1` and `ψ` killed by both quasiparticle operators, the pair amplitude
is `⟨ψ, b a ψ⟩ = ū v ‖ψ‖²`. -/
theorem pair_amplitude (h : PairModes a ad b bd) {u v : ℂ} (huv : ‖u‖ ^ 2 + ‖v‖ ^ 2 = 1)
    (h1 : gammaOne u v a bd ψ = 0) (h2 : gammaTwo u v b ad ψ = 0) :
    ⟪ψ, b (a ψ)⟫_ℂ = conj u * v * ((‖ψ‖ ^ 2 : ℝ) : ℂ) := by
  obtain ⟨-, i2, i3, -⟩ := amplitude_relations h h1 h2
  have sa : ((‖a ψ‖ ^ 2 : ℝ) : ℂ) + ((‖ad ψ‖ ^ 2 : ℝ) : ℂ) = ((‖ψ‖ ^ 2 : ℝ) : ℂ) := by
    rw [← Complex.ofReal_add, weight_sum_rule a ad h.adj_a h.car_a ψ]
  have hn : u * conj u + v * conj v = 1 := by
    rw [Complex.mul_conj, Complex.mul_conj, Complex.normSq_eq_norm_sq,
      Complex.normSq_eq_norm_sq, ← Complex.ofReal_add, huv, Complex.ofReal_one]
  linear_combination conj u * i3 + v * i2 - ⟪ψ, b (a ψ)⟫_ℂ * hn + conj u * v * sa

/-- For real `u, v` with `u² + v² = 1` and a unit state `ψ` killed by `u a - v b*` and
`u b + v a*`: `v a* ψ = -u b ψ`, `‖a* ψ‖² = u²` and `‖b ψ‖² = v²`. -/
theorem real_coherence_factors (h : PairModes a ad b bd) {u v : ℝ} (huv : u ^ 2 + v ^ 2 = 1)
    (hψ : ‖ψ‖ = 1) (h1 : gammaOne u v a bd ψ = 0) (h2 : gammaTwo u v b ad ψ = 0) :
    (v : ℂ) • ad ψ = -((u : ℂ) • b ψ) ∧ ‖ad ψ‖ ^ 2 = u ^ 2 ∧ ‖b ψ‖ ^ 2 = v ^ 2 := by
  have hu : ‖(u : ℂ)‖ ^ 2 = u ^ 2 := by rw [Complex.norm_real, Real.norm_eq_abs, sq_abs]
  have hv : ‖(v : ℂ)‖ ^ 2 = v ^ 2 := by rw [Complex.norm_real, Real.norm_eq_abs, sq_abs]
  obtain ⟨wA, wB, -, -⟩ := addition_removal_weights h (by rw [hu, hv, huv]) h1 h2
  rw [hu, hψ, one_pow, mul_one] at wA
  rw [hv, hψ, one_pow, mul_one] at wB
  exact ⟨(addition_eq_partner_removal h1 h2).1, wA, wB⟩

/-- The four-dimensional space of two modes, with basis `|0⟩, a*|0⟩, b*|0⟩, a*b*|0⟩`. -/
abbrev Fock := EuclideanSpace ℂ (Fin 4)

/-- Jordan-Wigner annihilator of the first mode. -/
def jwA : Module.End ℂ Fock where
  toFun x := !₂[x 1, 0, x 3, 0]
  map_add' x y := by ext i; fin_cases i <;> simp
  map_smul' c x := by ext i; fin_cases i <;> simp

/-- Jordan-Wigner creator of the first mode. -/
def jwAd : Module.End ℂ Fock where
  toFun x := !₂[0, x 0, 0, x 2]
  map_add' x y := by ext i; fin_cases i <;> simp
  map_smul' c x := by ext i; fin_cases i <;> simp

/-- Jordan-Wigner annihilator of the second mode. -/
def jwB : Module.End ℂ Fock where
  toFun x := !₂[x 2, -x 3, 0, 0]
  map_add' x y := by
    ext i
    fin_cases i <;> simp
    ring
  map_smul' c x := by ext i; fin_cases i <;> simp

/-- Jordan-Wigner creator of the second mode. -/
def jwBd : Module.End ℂ Fock where
  toFun x := !₂[0, 0, x 0, -x 1]
  map_add' x y := by
    ext i
    fin_cases i <;> simp
    ring
  map_smul' c x := by ext i; fin_cases i <;> simp

/-- The state with amplitude `u` on the empty and `v` on the doubly occupied basis vector. -/
def pairState (u v : ℂ) : Fock := !₂[u, 0, 0, v]

/-- The Jordan-Wigner maps satisfy the five relations of `PairModes`, and for `|u|² + |v|² = 1` the
state `(u, 0, 0, v)` is a unit vector killed by both quasiparticle operators. -/
theorem pairModes_witness (u v : ℂ) (huv : ‖u‖ ^ 2 + ‖v‖ ^ 2 = 1) :
    PairModes jwA jwAd jwB jwBd ∧ ‖pairState u v‖ = 1 ∧
    gammaOne u v jwA jwBd (pairState u v) = 0 ∧ gammaTwo u v jwB jwAd (pairState u v) = 0 := by
  refine ⟨⟨fun x y => ?_, fun x y => ?_, LinearMap.ext fun x => ?_, LinearMap.ext fun x => ?_,
    LinearMap.ext fun x => ?_⟩, ?_, ?_, ?_⟩
  · simp [PiLp.inner_apply, Fin.sum_univ_four, jwA, jwAd]
  · simp [PiLp.inner_apply, Fin.sum_univ_four, jwB, jwBd]
  · ext i; fin_cases i <;> simp [jwA, jwAd]
  · ext i; fin_cases i <;> simp [jwB, jwBd]
  · ext i; fin_cases i <;> simp [jwA, jwB]
  · rw [EuclideanSpace.norm_eq]
    simp [Fin.sum_univ_four, pairState, huv]
  · ext i
    fin_cases i <;> simp [gammaOne, jwA, jwBd, pairState]
    ring
  · ext i
    fin_cases i <;> simp [gammaTwo, jwB, jwAd, pairState]
    ring

end

end PairAdditionRemoval
```

```lean
#print axioms PairAdditionRemoval.addition_removal_weights
#print axioms PairAdditionRemoval.pair_amplitude
#print axioms PairAdditionRemoval.real_coherence_factors
```

```
'PairAdditionRemoval.addition_removal_weights' depends on axioms: [propext, Classical.choice, Quot.sound]
'PairAdditionRemoval.pair_amplitude' depends on axioms: [propext, Classical.choice, Quot.sound]
'PairAdditionRemoval.real_coherence_factors' depends on axioms: [propext, Classical.choice, Quot.sound]
```

### How the tactics follow the derivation

`overlap_self` writes $\langle x,x\rangle$ as the real number $\|x\|^2$ viewed in $\mathbb C$. In `weight_sum_rule`, `h0` applies the anticommutator to $\psi$ and `h1` takes the overlap with $\psi$. The hypothesis `hadj` moves $c$ out of the second slot directly; for $c^\dagger$ in the second slot, `h2` conjugates the inner product, applies `hadj` and conjugates back. `Complex.ofReal_injective` returns the equation to the reals.

In `addition_eq_partner_removal`, `e1` and `e2` unfold the two $\gamma$'s and one term is moved across in each. In `amplitude_relations`, `hF1` and `hF2` are the two expressions for $F$, and `anti_ab` enters only through `hab`. The equations `i1` to `i4` are the four projections in the order displayed above: `inner_smul_right` pulls out $u$ or $v$, `inner_smul_left` pulls out the conjugate, and the last two are negated to reach the stated form.

In `addition_removal_weights`, `hu` and `hv` identify $u\bar u$ and $v\bar v$ with $|u|^2$ and $|v|^2$. The elimination of $F$ is `linear_combination u * i2 - conj v * i3` for `r1`, and `r2` uses `i4` and `i1` likewise. The step `wA` is the insertion of $|u|^2+|v|^2=1$, written as `r1 + ‖u‖ ^ 2 * sa - ‖ad ψ‖ ^ 2 * huv`, where `sa` is the sum rule for $a$. The step `wB` does the same with `r2` and the sum rule `sb` for $b$, and the other two weights are the sum rules minus these. `pair_amplitude` closes with the combination `conj u * i3 + v * i2`, corrected by the normalisation `hn` and the sum rule. `real_coherence_factors` turns $|u|^2$ into $u^2$ for real $u$ and sets $\|\psi\|=1$.

`pairModes_witness` splits into eight goals: two adjointness relations, three anticommutators, the norm and the two vacuum conditions. The inner products and the norm are expanded as sums over four components, and the vector equations are checked component by component. The minus signs in `jwB` and `jwBd` act when the first mode is occupied, which is the sign in your $b\,a^\dagger b^\dagger|0\rangle=-a^\dagger|0\rangle$.
